# Elsner's bound on eigenvalue shifts of complex matrices, diagonalizable or not

Q: Take two coupled resonator modes, one with gain rate $\gamma>0$ and one with loss rate $\gamma$. With coupling $g$, and frequencies measured from the common mean, the matrix is
$$H(g)=\begin{pmatrix} i\gamma & g\\ g & -i\gamma\end{pmatrix},\qquad \text{eigenvalues } \pm\sqrt{g^2-\gamma^2}.$$
At $g=\gamma$ both eigenvalues and eigenvectors merge. A small increase $\delta>0$ in $g$ then moves the frequencies by about $\sqrt{2\gamma\delta}$, much more than $\delta$. For Hermitian matrices the shift never exceeds the norm of the perturbation. What limits it here?

A: Elsner's bound. Let $A$ and $B$ be complex $n\times n$ matrices, and let $\mu$ be an eigenvalue of $B$. Then $A$ has an eigenvalue $z$ with
$$|z-\mu|^n\le \|A-B\|\,(\|A\|+\|B\|)^{n-1}.$$
Here $\|M\|$ is the largest factor by which $M$ stretches a state. Neither matrix has to be Hermitian or diagonalizable.

Q: Does the Lean version speak about the same objects?

A: Yes. The type `n` labels the basis states, so the dimension is `Fintype.card n`, not `n` itself. The opened scope `Matrix.Norms.L2Operator` selects the norm just described.

```lean
import Mathlib

open Matrix
open scoped Matrix.Norms.L2Operator

namespace ElsnerBound

noncomputable section

variable {n : Type*} [Fintype n] [DecidableEq n]
```

States live in `EuclideanSpace ℂ n`, with the usual inner product of an orthonormal basis, and `act M x` is $Mx$.

```lean
/-- The state obtained by applying the matrix `M` to the state `x`. -/
def act (M : Matrix n n ℂ) (x : EuclideanSpace ℂ n) : EuclideanSpace ℂ n :=
  WithLp.toLp 2 (M *ᵥ x.ofLp)
```

An eigenvalue is defined by a nonzero eigenvector, and $z$ may be complex, so decay rates are included.

```lean
/-- The number `z` is an eigenvalue of `M`: some nonzero state `x` satisfies `M x = z x`. -/
def IsEigenvalue (M : Matrix n n ℂ) (z : ℂ) : Prop :=
  ∃ x : EuclideanSpace ℂ n, x ≠ 0 ∧ act M x = z • x
```

Q: How does one get a bound without an eigenbasis of $A$?

A: Through the determinant. For any $M$, the Gram matrix $M^\dagger M$ is Hermitian, so it has an orthonormal eigenbasis $b_k$ even when $M$ has none. Call its eigenvalues $s_k$; these are the squares of the singular values. Since $\langle M^\dagger M y,x\rangle=\langle My,Mx\rangle$, we have
$$s_k=\|Mb_k\|^2,\qquad 0\le s_k\le\|M\|^2,\qquad \prod_k s_k=|\det M|^2 .$$

The next three results supply the stretching bound, the inner-product identity, and the eigenbasis with its determinant formula.

```lean
/-- A matrix stretches a state at most by its operator norm. -/
theorem norm_act_le (M : Matrix n n ℂ) (x : EuclideanSpace ℂ n) :
    ‖act M x‖ ≤ ‖M‖ * ‖x‖ :=
  Matrix.l2_opNorm_mulVec M x

omit [DecidableEq n] in
/-- The Gram matrix `Mᴴ M` gives the overlaps of the transformed states. -/
theorem inner_act_gram (M : Matrix n n ℂ) (y x : EuclideanSpace ℂ n) :
    inner ℂ (act (Mᴴ * M) y) x = inner ℂ (act M y) (act M x) := by
  rw [EuclideanSpace.inner_eq_star_dotProduct, EuclideanSpace.inner_eq_star_dotProduct]
  change x.ofLp ⬝ᵥ star ((Mᴴ * M) *ᵥ y.ofLp) = (M *ᵥ x.ofLp) ⬝ᵥ star (M *ᵥ y.ofLp)
  rw [← Matrix.mulVec_mulVec, Matrix.star_mulVec Mᴴ, Matrix.conjTranspose_conjTranspose,
    dotProduct_comm, ← Matrix.dotProduct_mulVec, dotProduct_comm]

/-- The Gram matrix `Mᴴ M` has an orthonormal eigenbasis, and the product of its eigenvalues
is `|det M|²`. -/
theorem exists_gram_basis (M : Matrix n n ℂ) :
    ∃ (b : OrthonormalBasis n ℂ (EuclideanSpace ℂ n)) (s : n → ℝ),
      (∀ k, act (Mᴴ * M) (b k) = (s k : ℂ) • b k) ∧ ‖M.det‖ ^ 2 = ∏ k, s k := by
  have hH := Matrix.isHermitian_conjTranspose_mul_self M
  refine ⟨hH.eigenvectorBasis, hH.eigenvalues, fun k => ?_, ?_⟩
  · ext i
    have h := congrFun (hH.mulVec_eigenvectorBasis k) i
    rw [Pi.smul_apply, Complex.real_smul] at h
    exact h
  · have h : (Mᴴ * M).det = ∏ k, ((hH.eigenvalues k : ℝ) : ℂ) := hH.det_eq_prod_eigenvalues
    have h2 : star M.det * M.det = ((‖M.det‖ ^ 2 : ℝ) : ℂ) := by
      rw [Complex.star_def, Complex.conj_mul', Complex.ofReal_pow]
    rw [Matrix.det_mul, Matrix.det_conjTranspose, h2] at h
    exact_mod_cast h
```

Q: And what does the determinant say about a particular state $x$?

A: Separate one factor of the product and bound the other $n-1$:
$$|\det M|^2=s_k\prod_{j\ne k}s_j\le s_k\|M\|^{2(n-1)}.$$
Multiply by $|\langle b_k,x\rangle|^2$ and sum over $k$. The left side gives $|\det M|^2\|x\|^2$. On the right,
$$\sum_k s_k|\langle b_k,x\rangle|^2=\langle M^\dagger Mx,x\rangle=\|Mx\|^2 .$$
Taking square roots,
$$|\det M|\,\|x\|\le\|Mx\|\,\|M\|^{n-1}.$$
In the code, `hs`, `hs0` and `hs1` give the properties of $s_k$, `hx` is the expansion of $\|Mx\|^2$, and `hle` is the bound for one $k$. The last `calc` does the sum.

```lean
/-- If a matrix nearly annihilates some state, its determinant is small:
`|det M| ‖x‖ ≤ ‖M x‖ ‖M‖^(n-1)`. -/
theorem norm_det_mul_norm_le (M : Matrix n n ℂ) (x : EuclideanSpace ℂ n) :
    ‖M.det‖ * ‖x‖ ≤ ‖act M x‖ * ‖M‖ ^ (Fintype.card n - 1) := by
  obtain ⟨b, s, hb, hdet⟩ := exists_gram_basis M
  have hn : ∀ y : EuclideanSpace ℂ n, inner ℂ y y = ((‖y‖ ^ 2 : ℝ) : ℂ) := fun y => by
    rw [inner_self_eq_norm_sq_to_K]
    exact (Complex.ofReal_pow _ _).symm
  -- the Gram eigenvalues are squared lengths, hence between 0 and ‖M‖²
  have hs : ∀ k, s k = ‖act M (b k)‖ ^ 2 := fun k => by
    have h := inner_act_gram M (b k) (b k)
    rw [hb, inner_smul_left, hn, hn, b.orthonormal.1 k, Complex.conj_ofReal] at h
    have h' : s k * 1 ^ 2 = ‖act M (b k)‖ ^ 2 := by exact_mod_cast h
    linarith
  have hs0 : ∀ k, 0 ≤ s k := fun k => by rw [hs]; positivity
  have hs1 : ∀ k, s k ≤ ‖M‖ ^ 2 := fun k => by
    have h := norm_act_le M (b k)
    rw [b.orthonormal.1 k, mul_one] at h
    rw [hs]
    exact pow_le_pow_left₀ (norm_nonneg _) h 2
  -- expansion of ‖M x‖² in the eigenbasis
  have hx : ‖act M x‖ ^ 2 = ∑ k, s k * ‖inner ℂ (b k) x‖ ^ 2 := by
    have hk : ∀ k, inner ℂ (act (Mᴴ * M) x) (b k) * inner ℂ (b k) x
        = ((s k * ‖inner ℂ (b k) x‖ ^ 2 : ℝ) : ℂ) := fun k => by
      rw [inner_act_gram, ← inner_conj_symm (act M x) (act M (b k)), ← inner_act_gram, hb,
        inner_smul_left, map_mul, Complex.conj_conj, mul_assoc, Complex.conj_mul',
        Complex.ofReal_mul, Complex.ofReal_pow]
    have h := b.sum_inner_mul_inner (act (Mᴴ * M) x) x
    rw [inner_act_gram M x x, hn, Finset.sum_congr rfl fun k _ => hk k] at h
    exact_mod_cast h.symm
  have hle : ∀ k, ‖M.det‖ ^ 2 ≤ s k * (‖M‖ ^ (Fintype.card n - 1)) ^ 2 := fun k => by
    rw [hdet, ← Finset.mul_prod_erase _ _ (Finset.mem_univ k)]
    refine mul_le_mul_of_nonneg_left ?_ (hs0 k)
    calc ∏ j ∈ Finset.univ.erase k, s j ≤ ∏ _j ∈ Finset.univ.erase k, ‖M‖ ^ 2 :=
          Finset.prod_le_prod (fun j _ => hs0 j) (fun j _ => hs1 j)
      _ = (‖M‖ ^ (Fintype.card n - 1)) ^ 2 := by
          rw [Finset.prod_const, Finset.card_erase_of_mem (Finset.mem_univ k),
            Finset.card_univ, ← pow_mul, ← pow_mul, mul_comm]
  refine (pow_le_pow_iff_left₀ (by positivity) (by positivity) two_ne_zero).1 ?_
  calc (‖M.det‖ * ‖x‖) ^ 2 = ∑ k, ‖M.det‖ ^ 2 * ‖inner ℂ (b k) x‖ ^ 2 := by
        rw [mul_pow, ← b.sum_sq_norm_inner_right x, Finset.mul_sum]
    _ ≤ ∑ k, s k * (‖M‖ ^ (Fintype.card n - 1)) ^ 2 * ‖inner ℂ (b k) x‖ ^ 2 :=
        Finset.sum_le_sum fun k _ => mul_le_mul_of_nonneg_right (hle k) (sq_nonneg _)
    _ = (‖act M x‖ * ‖M‖ ^ (Fintype.card n - 1)) ^ 2 := by
        rw [mul_pow, hx, Finset.sum_mul]
        exact Finset.sum_congr rfl fun k _ => by ring
```

Q: A small determinant is not yet a small eigenvalue.

A: The determinant is the product of the $n$ characteristic roots, counted with multiplicity. If $w$ is a root of least modulus, every factor has modulus at least $|w|$, hence $|w|^n\le|\det M|$. The proof selects $w$ with `Finset.exists_min_image`, and `key` proves the product inequality by induction. Since $\det(w-M)=0$, some nonzero vector is annihilated by $w-M$, which makes $w$ an eigenvalue in the sense defined above.

```lean
/-- A matrix of dimension `n ≥ 1` has an eigenvalue `w` with `|w|^n ≤ |det M|`. -/
theorem exists_eigenvalue_pow_le_det [Nonempty n] (M : Matrix n n ℂ) :
    ∃ w, IsEigenvalue M w ∧ ‖w‖ ^ Fintype.card n ≤ ‖M.det‖ := by
  have hcard : M.charpoly.roots.card = Fintype.card n := by
    rw [Polynomial.splits_iff_card_roots.1 (IsAlgClosed.splits _),
      Matrix.charpoly_natDegree_eq_dim]
  have hne : M.charpoly.roots.toFinset.Nonempty := by
    refine Multiset.toFinset_nonempty.2 fun h => ?_
    rw [h, Multiset.card_zero] at hcard
    exact Fintype.card_ne_zero hcard.symm
  -- choose the characteristic root of least modulus
  obtain ⟨w, hw, hmin⟩ := Finset.exists_min_image _ (fun z : ℂ => ‖z‖) hne
  have key : ∀ s : Multiset ℂ, (∀ z ∈ s, ‖w‖ ≤ ‖z‖) → ‖w‖ ^ s.card ≤ ‖s.prod‖ := by
    intro s
    induction s using Multiset.induction_on with
    | empty => simp
    | cons a s ih =>
      intro h
      rw [Multiset.card_cons, Multiset.prod_cons, norm_mul, pow_succ']
      exact mul_le_mul (h a (Multiset.mem_cons_self a s))
        (ih fun z hz => h z (Multiset.mem_cons_of_mem hz)) (by positivity) (norm_nonneg _)
  refine ⟨w, ?_, ?_⟩
  · have hroot : M.charpoly.eval w = 0 :=
      Polynomial.isRoot_of_mem_roots (Multiset.mem_toFinset.1 hw)
    rw [Matrix.eval_charpoly] at hroot
    obtain ⟨v, hv, hMv⟩ := Matrix.exists_mulVec_eq_zero_iff.2 hroot
    refine ⟨WithLp.toLp 2 v, fun h => hv (congrArg WithLp.ofLp h), ?_⟩
    ext i
    have h := congrFun hMv i
    simp only [Matrix.sub_mulVec, Matrix.scalar_apply, Pi.sub_apply, Matrix.mulVec_diagonal,
      Pi.zero_apply] at h
    change (M *ᵥ v) i = w * v i
    linear_combination -h
  · rw [Matrix.det_eq_prod_roots_charpoly, ← hcard]
    exact key _ fun z hz => hmin z (Multiset.mem_toFinset.2 hz)
```

Q: Where is $n\ge1$ assumed?

A: It follows from the hypothesis: a zero-dimensional space has no nonzero eigenvector.

```lean
omit [DecidableEq n] in
/-- A matrix that has an eigenvalue has dimension at least one. -/
theorem IsEigenvalue.nonempty {B : Matrix n n ℂ} {μ : ℂ} (h : IsEigenvalue B μ) :
    Nonempty n := by
  obtain ⟨x, hx, -⟩ := h
  by_contra hn
  rw [not_nonempty_iff] at hn
  exact hx (by ext i; exact hn.elim i)
```

Q: Now put $A$ and $B$ back in.

A: Set $M=A-\mu$ and let $Bx=\mu x$ with $x\ne0$. Then
$$Mx=Ax-\mu x=(A-B)x .$$
Also $|\mu|\|x\|=\|Bx\|\le\|B\|\|x\|$, so $|\mu|\le\|B\|$ and $\|M\|\le\|A\|+\|B\|$. With $w$ the least eigenvalue of $M$ in modulus,
$$|w|^n\|x\|\le|\det M|\,\|x\|\le\|A-B\|\,\|x\|\,(\|A\|+\|B\|)^{n-1}.$$
Divide by $\|x\|$. If $My=wy$, then $Ay=(w+\mu)y$, so $z=w+\mu$ is the required eigenvalue of $A$. The steps `hres`, `hμB` and `hM` are these three facts about $M$ and $\mu$.

```lean
/-- **Elsner bound.** For every eigenvalue `μ` of `B` there is an eigenvalue `z` of `A` with
`|z - μ|^n ≤ ‖A - B‖ (‖A‖ + ‖B‖)^(n-1)`, in l2 operator norms. -/
theorem elsner (A B : Matrix n n ℂ) {μ : ℂ} (hμ : IsEigenvalue B μ) :
    ∃ z, IsEigenvalue A z ∧
      ‖z - μ‖ ^ Fintype.card n ≤ ‖A - B‖ * (‖A‖ + ‖B‖) ^ (Fintype.card n - 1) := by
  have := hμ.nonempty
  obtain ⟨x, hx, hBx⟩ := hμ
  have hx0 : 0 < ‖x‖ := norm_pos_iff.2 hx
  have hshift : ∀ y, act (A - μ • (1 : Matrix n n ℂ)) y = act A y - μ • y := fun y => by
    ext i
    simp [act, Matrix.sub_mulVec, Matrix.smul_mulVec]
  obtain ⟨w, ⟨y, hy, hwy⟩, hw⟩ := exists_eigenvalue_pow_le_det (A - μ • (1 : Matrix n n ℂ))
  refine ⟨w + μ, ⟨y, hy, ?_⟩, ?_⟩
  · rw [hshift] at hwy
    rw [add_smul, ← hwy, sub_add_cancel]
  · rw [add_sub_cancel_right]
    refine hw.trans ?_
    -- on the eigenvector of B, the matrix A - μ acts as A - B
    have hres : act (A - μ • (1 : Matrix n n ℂ)) x = act (A - B) x := by
      rw [hshift, ← hBx]
      ext i
      simp [act, Matrix.sub_mulVec]
    have hμB : ‖μ‖ ≤ ‖B‖ := by
      refine le_of_mul_le_mul_right ?_ hx0
      rw [← norm_smul, ← hBx]
      exact norm_act_le B x
    have hM : ‖A - μ • (1 : Matrix n n ℂ)‖ ≤ ‖A‖ + ‖B‖ := by
      have h := norm_sub_le A (μ • (1 : Matrix n n ℂ))
      rw [norm_smul, CStarRing.norm_one, mul_one] at h
      linarith
    have h := norm_det_mul_norm_le (A - μ • (1 : Matrix n n ℂ)) x
    rw [hres] at h
    refine le_of_mul_le_mul_right (h.trans ?_) hx0
    calc _ ≤ (‖A - B‖ * ‖x‖) * (‖A‖ + ‖B‖) ^ (Fintype.card n - 1) :=
          mul_le_mul (norm_act_le _ _) (pow_le_pow_left₀ (norm_nonneg _) hM _)
            (by positivity) (by positivity)
      _ = _ := by ring
```

Q: Does this match the two spectra level by level?

A: No. Several eigenvalues of $B$ may be assigned the same $z$. Exchanging $A$ and $B$ gives a partner in $B$ for each eigenvalue of $A$, but still no one-to-one pairing. Nor do the hypotheses justify replacing an open system by a finite, frequency-independent matrix; that step belongs to the physics. The bound holds for any finite matrix, whether an effective Hamiltonian for a few resonances or a non-Hermitian matrix of equation-of-motion coupled-cluster theory, but in large dimensions it says little. At a fixed nonzero ratio $\|A-B\|/(\|A\|+\|B\|)$, the resulting bound on $|z-\mu|$ tends to $\|A\|+\|B\|$ as $n$ grows, and that much already follows from $|z|\le\|A\|$ and $|\mu|\le\|B\|$.

Taking $n$-th roots, with $(n-1)/n=1-1/n$, gives the customary form. The identity `he` handles that exponent.

```lean
/-- The Elsner bound with roots: for every eigenvalue `μ` of `B`, some eigenvalue `z` of `A`
satisfies `|z - μ| ≤ ‖A - B‖^(1/n) (‖A‖ + ‖B‖)^(1 - 1/n)`. -/
theorem elsner_root (A B : Matrix n n ℂ) {μ : ℂ} (hμ : IsEigenvalue B μ) :
    ∃ z, IsEigenvalue A z ∧ ‖z - μ‖ ≤ ‖A - B‖ ^ ((1 : ℝ) / Fintype.card n) *
      (‖A‖ + ‖B‖) ^ (1 - (1 : ℝ) / Fintype.card n) := by
  have := hμ.nonempty
  have hN : Fintype.card n ≠ 0 := Fintype.card_ne_zero
  have hN' : (Fintype.card n : ℝ) ≠ 0 := Nat.cast_ne_zero.2 hN
  obtain ⟨z, hz, hle⟩ := elsner A B hμ
  refine ⟨z, hz, ?_⟩
  have he : ((Fintype.card n - 1 : ℕ) : ℝ) * ((1 : ℝ) / Fintype.card n)
      = 1 - (1 : ℝ) / Fintype.card n := by
    rw [Nat.cast_sub (Nat.one_le_iff_ne_zero.2 hN), Nat.cast_one, sub_mul, one_mul,
      mul_one_div_cancel hN']
  calc ‖z - μ‖ = (‖z - μ‖ ^ Fintype.card n) ^ ((1 : ℝ) / Fintype.card n) := by
        rw [one_div, Real.pow_rpow_inv_natCast (norm_nonneg _) hN]
    _ ≤ (‖A - B‖ * (‖A‖ + ‖B‖) ^ (Fintype.card n - 1)) ^ ((1 : ℝ) / Fintype.card n) :=
        Real.rpow_le_rpow (by positivity) hle (by positivity)
    _ = _ := by
        rw [Real.mul_rpow (norm_nonneg _) (by positivity), ← Real.rpow_natCast,
          ← Real.rpow_mul (by positivity), he]
```

Q: What does it give for my resonators?

A: Take $A=H(\gamma)$ and $B=H(\gamma+\delta)$ with $\delta>0$. Then $\|A-B\|=\delta$, $\|A\|=2\gamma$ and $\|B\|=2\gamma+\delta$. The only eigenvalue of $A$ is zero, so the bound reads $|\mu|^2\le\delta(4\gamma+\delta)$, while direct diagonalization gives $|\mu|^2=\delta(2\gamma+\delta)$. For $\gamma=1$ and $\delta=10^{-4}$, an increase of $10^{-4}$ in the coupling becomes a frequency shift of about $0.014$, against a bound of about $0.020$.

Q: Is the square-root behaviour itself proved in Lean?

A: For a Jordan block, yes. Let
$$A=\begin{pmatrix}0&1\\0&0\end{pmatrix},\qquad B=\begin{pmatrix}0&1\\\mu^2&0\end{pmatrix}.$$
Then $B(1,\mu)^T=(\mu,\mu^2)^T=\mu(1,\mu)^T$. If $Ax=zx$, the components obey $x_1=zx_0$ and $0=zx_1$; a nonzero $z$ would force $x=0$, so $z=0$. The difference $A-B$ has the single entry $-\mu^2$, and its norm is $|\mu|^2$. Hence $|z-\mu|^2=\|A-B\|$ exactly. This attains the square-root law. For $\mu\ne0$ it does not give equality in Elsner's bound, whose extra factor $\|A\|+\|B\|$ is at least 2 here. In the code, `hz` shows that $z=0$, and the norm is read from the diagonal Gram matrix in `hg`.

```lean
/-- Square-root splitting of a two-level Jordan block: the perturbed block has the eigenvalue
`μ`, and its squared distance from every eigenvalue of the block is the perturbation's norm. -/
theorem jordan_block_splitting (μ : ℂ) :
    IsEigenvalue !![0, 1; μ ^ 2, 0] μ ∧
      ∀ z, IsEigenvalue !![0, 1; 0, 0] z →
        ‖z - μ‖ ^ 2 = ‖(!![0, 1; 0, 0] : Matrix (Fin 2) (Fin 2) ℂ) - !![0, 1; μ ^ 2, 0]‖ := by
  constructor
  · refine ⟨WithLp.toLp 2 ![1, μ], fun h => ?_, ?_⟩
    · have h0 := congrFun (congrArg WithLp.ofLp h) 0
      simp at h0
    · ext i
      fin_cases i <;> simp [act, sq]
  · rintro z ⟨x, hx, hzx⟩
    have h0 : x.ofLp 1 = z * x.ofLp 0 := by
      have h := congrFun (congrArg WithLp.ofLp hzx) 0
      simpa [act, Matrix.mulVec, dotProduct, Fin.sum_univ_succ] using h
    have h1 : 0 = z * x.ofLp 1 := by
      have h := congrFun (congrArg WithLp.ofLp hzx) 1
      simpa [act, Matrix.mulVec, dotProduct, Fin.sum_univ_succ] using h
    -- the Jordan block has only the eigenvalue zero
    have hz : z = 0 := by
      by_contra hz
      have hx1 : x.ofLp 1 = 0 := (mul_eq_zero.1 h1.symm).resolve_left hz
      have hx0 : x.ofLp 0 = 0 := (mul_eq_zero.1 (h0.symm.trans hx1)).resolve_left hz
      apply hx
      ext i
      fin_cases i
      · exact hx0
      · exact hx1
    have hd : (!![0, 1; 0, 0] : Matrix (Fin 2) (Fin 2) ℂ) - !![0, 1; μ ^ 2, 0]
        = !![0, 0; -μ ^ 2, 0] := by
      ext i j
      fin_cases i <;> fin_cases j <;> simp
    -- the norm of the perturbation follows from its diagonal Gram matrix
    have hg : (!![0, 0; -μ ^ 2, 0] : Matrix (Fin 2) (Fin 2) ℂ)ᴴ * !![0, 0; -μ ^ 2, 0]
        = Matrix.diagonal ![star (-μ ^ 2) * (-μ ^ 2), 0] := by
      ext i j
      fin_cases i <;> fin_cases j <;> simp [Matrix.mul_apply, Fin.sum_univ_succ]
    have hv : ‖(![star (-μ ^ 2) * (-μ ^ 2), 0] : Fin 2 → ℂ)‖ = (‖μ‖ ^ 2) ^ 2 := by
      have he : ‖star (-μ ^ 2) * (-μ ^ 2)‖ = (‖μ‖ ^ 2) ^ 2 := by
        rw [norm_mul, norm_star, norm_neg, norm_pow, ← sq]
      apply le_antisymm
      · rw [pi_norm_le_iff_of_nonneg (by positivity)]
        intro i
        fin_cases i
        · exact he.le
        · change ‖(0 : ℂ)‖ ≤ _
          rw [norm_zero]
          positivity
      · rw [← he]
        exact norm_le_pi_norm (![star (-μ ^ 2) * (-μ ^ 2), 0] : Fin 2 → ℂ) 0
    have hn := Matrix.l2_opNorm_conjTranspose_mul_self
      (!![0, 0; -μ ^ 2, 0] : Matrix (Fin 2) (Fin 2) ℂ)
    rw [hg, Matrix.l2_opNorm_diagonal, hv, ← sq] at hn
    rw [hd, hz, zero_sub, norm_neg]
    exact (sq_eq_sq₀ (by positivity) (norm_nonneg _)).1 hn

end

end ElsnerBound
```

```lean
#print axioms ElsnerBound.elsner_root
-- 'ElsnerBound.elsner_root' depends on axioms: [propext, Classical.choice, Quot.sound]
#print axioms ElsnerBound.jordan_block_splitting
-- 'ElsnerBound.jordan_block_splitting' depends on axioms: [propext, Classical.choice, Quot.sound]
```
